# Equal moments up to order \(n\) fix a resolvent element to within \(2(W/|z|)^{n+1}/(|z|-W)\) when \(\|H\|\le W<|z|\)

Take one orbital with energy \(W>0\) and another with energy \(-W\). Their zeroth moments are both 1, and their first moments already differ. At a real energy \(x>W\) their Green functions are \(1/(x-W)\) and \(1/(x+W)\), so they differ by

\[
\frac{1}{x-W}-\frac{1}{x+W}=\frac{2W}{x^2-W^2}.
\]

That is small far away and blows up as \(x\) comes down to \(W\). In tight-binding work I match many more moments of a local orbital than one. If two Hamiltonians agree in all moments up to order \(n\), how close must their local Green functions be at a given \(z\)? And does matching moments really help less near the band, or is that a peculiarity of my two orbitals?

## The bound shrinks by a factor \(W/|z|\) per matched moment

Your example is the case \(n=0\) of a general bound. If both Hamiltonians have norm at most \(W\) and \(|z|>W\), the Green functions differ by at most

\[
\frac{2}{|z|-W}\left(\frac{W}{|z|}\right)^{n+1}.
\]

For your orbitals this gives \(2W/(x(x-W))\), and the true difference is \(x/(x+W)\) times that, so between half the bound and all of it. As \(|z|\) comes down to \(W\), the factor \(W/|z|\) gained per moment tends to 1. The slowdown is real for the moment expansion itself: a single level at \(W\) shows it exactly, as derived below. For two symmetric Hamiltonians the bound on the difference is not the best possible. At real \(x>W>0\), the best polynomial approximation of \(1/(x-t)\) on \(|t|\le W\) gives the smaller factor \(W/(x+\sqrt{x^2-W^2})\) per moment, a result not proved here. It is the true worst-case factor, and it also tends to 1 as \(x\) comes down to \(W\), so the weaker help near the band is not a peculiarity of your two orbitals.

### The remainder after \(N\) moments

Let \(H\) be a bounded operator with \(\|H\|\le W\), let \(u\) be a unit vector (the local orbital), and let \(|z|>W\). Then \(z-H\) is invertible, by the Neumann series. Write

\[
R=(z-H)^{-1},\quad G(z)=\langle u,Ru\rangle,\quad \mu_k=\langle u,H^ku\rangle,\quad S_N(z)=\sum_{k=0}^{N-1}\frac{\mu_k}{z^{k+1}}.
\]

From \(R(z-H)v=v\) we get \(Rv=(v+RHv)/z\). Putting \(v=H^Nu\) gives

\[
\frac{\langle u,RH^Nu\rangle}{z^N}=\frac{\mu_N}{z^{N+1}}+\frac{\langle u,RH^{N+1}u\rangle}{z^{N+1}}.
\]

Starting from \(G(z)=\langle u,Ru\rangle\) and repeating this step \(N\) times leaves an exact remainder:

\[
G(z)=S_N(z)+\frac{\langle u,RH^Nu\rangle}{z^N}.
\]

To bound \(R\), use \(zRv-HRv=v\) and the reverse triangle inequality:

\[
\|v\|\ge |z|\,\|Rv\|-\|HRv\|\ge(|z|-W)\|Rv\|.
\]

Since \(\|H^Nu\|\le W^N\), the Cauchy–Schwarz inequality then yields

\[
|G(z)-S_N(z)|\le\frac{(W/|z|)^N}{|z|-W}.
\]

Now let \(H'\), \(u'\) be a second such pair, with Green function \(G'\) and \(\mu_k=\mu'_k\) for \(k\le n\). Both have the same truncated sum \(S_{n+1}\). Each Green function lies within the last bound, with \(N=n+1\), of that common value, and the triangle inequality supplies the factor 2.

### How many moments are enough

For \(W>0\) and a tolerance \(\varepsilon>0\), the bound is at most \(\varepsilon\) when \((|z|/W)^{n+1}\ge 2/(\varepsilon(|z|-W))\), that is, when

\[
(n+1)\log\frac{|z|}{W}\ge\log\frac{2}{\varepsilon(|z|-W)}.
\]

With \(W=1\) and \(\varepsilon=10^{-3}\), this criterion is met from \(n=10\) at \(|z|=2\), but only from \(n=103\) at \(|z|=1.1\).

For a single level, \(H=W\cdot 1\) with \(W\ge0\), and real \(x>W\), we have \(Ru=u/(x-W)\) and \(H^Nu=W^Nu\). The remainder is therefore exactly \((W/x)^N/(x-W)\), which equals the truncation bound.

If \(H\) is symmetric and \(z\) is not real, there is a second bound on \(R\). In \(\langle Rv,v\rangle=z\|Rv\|^2-\langle Rv,HRv\rangle\) the last term is real, so \(|\operatorname{Im}z|\,\|Rv\|^2\le\|Rv\|\,\|v\|\). Hence \(|z|-W\) may be replaced by \(|\operatorname{Im}z|\) in the truncation bound. This removes the divergent prefactor as \(|z|\to W\) away from the real axis, but the gain per moment is still \(W/|z|\).

### What is assumed about \(H\), \(u\) and \(z\)

The main theorem in the Lean file below is `green_sub_le_of_equal_moments`. Its two Hamiltonians `H : E →L[ℂ] E` and `H' : F →L[ℂ] F` are bounded operators on complex Hilbert spaces, which may differ, so a cluster can be compared with an infinite crystal. Neither has to be symmetric. Real symmetric matrices are included by letting them act on complex vectors with the Euclidean norm; `‖H‖` is then the largest absolute eigenvalue.

- `moment H u k` is \(\mu_k\), `green H u z` is \(G(z)\), and `momentSum H u N z` is \(S_N(z)\), with `k` running from 0 to `N - 1`.
- `resolventOp H z` is the ring inverse of \(z-H\). Its invertibility is proved from `‖H‖ ≤ W` and `W < ‖z‖`, where `‖z‖` is \(|z|\).
- `hu` and `hu'` normalise the orbitals, and `hm` says that the moments agree exactly for all `k ≤ n`.

The number \(W\) bounds the energies measured from the chosen zero, so it stands for the half-width of a band only if that zero is at the band's centre. The theorem is silent for \(|z|\le W\), which includes the energies inside the band where a local density of states is read off.

In a non-interacting tight-binding model with an orthonormal basis, \(\mu_k\) sums over closed paths of \(k\) steps from the local orbital, where each step is either a hop or a stay weighted by the on-site energy. The bound thus limits how much surroundings reached only by longer paths can change a local Green function at \(|z|>W\).

```lean
import Mathlib

open Finset

namespace MomentExpansion

noncomputable section

variable {E F : Type*} [NormedAddCommGroup E] [InnerProductSpace ℂ E]
  [NormedAddCommGroup F] [InnerProductSpace ℂ F]

/-- The resolvent `(z - H)⁻¹` of a bounded operator, for `z` such that `z - H` is invertible. -/
def resolventOp (H : E →L[ℂ] E) (z : ℂ) : E →L[ℂ] E :=
  Ring.inverse (z • (1 : E →L[ℂ] E) - H)

/-- The `k`-th moment `⟨u, H^k u⟩` of `H` in the state `u`. -/
def moment (H : E →L[ℂ] E) (u : E) (k : ℕ) : ℂ := inner ℂ u ((H ^ k) u)

/-- The diagonal resolvent element `⟨u, (z - H)⁻¹ u⟩`, for `z` such that `z - H` is
invertible. -/
def green (H : E →L[ℂ] E) (u : E) (z : ℂ) : ℂ := inner ℂ u (resolventOp H z u)

/-- The expansion of the resolvent element in the first `N` moments, `k = 0, ..., N - 1`,
for `z ≠ 0`. -/
def momentSum (H : E →L[ℂ] E) (u : E) (N : ℕ) (z : ℂ) : ℂ :=
  ∑ k ∈ range N, moment H u k / z ^ (k + 1)

/-- If `z - H` is invertible, the resolvent `R` satisfies `z R v - R H v = v`. -/
theorem resolvent_step {H : E →L[ℂ] E} {z : ℂ}
    (h : IsUnit (z • (1 : E →L[ℂ] E) - H)) (v : E) :
    z • resolventOp H z v - resolventOp H z (H v) = v := by
  have h1 := DFunLike.congr_fun (Ring.inverse_mul_cancel _ h) v
  change resolventOp H z (z • v - H v) = v at h1
  rwa [map_sub, map_smul] at h1

/-- For `z ≠ 0` with `z - H` invertible, the resolvent element is its `N`-moment expansion
plus the exact remainder `⟨u, (z - H)⁻¹ H^N u⟩ / z^N`. -/
theorem green_eq_momentSum_add {H : E →L[ℂ] E} {z : ℂ} (hz : z ≠ 0)
    (h : IsUnit (z • (1 : E →L[ℂ] E) - H)) (u : E) (N : ℕ) :
    green H u z = momentSum H u N z
      + inner ℂ u (resolventOp H z ((H ^ N) u)) / z ^ N := by
  induction N with
  | zero => simp [green, momentSum]
  | succ N ih =>
    -- one more use of `R v = (v + R H v) / z`, with `v = H^N u`
    have h1 := congrArg (fun w => inner ℂ u w) (resolvent_step h ((H ^ N) u))
    simp only [inner_sub_right, inner_smul_right] at h1
    have h2 : (H ^ (N + 1)) u = H ((H ^ N) u) := by rw [pow_succ']; rfl
    have h3 : momentSum H u (N + 1) z
        = momentSum H u N z + inner ℂ u ((H ^ N) u) / z ^ (N + 1) := by
      simp only [momentSum, sum_range_succ, moment]
    rw [ih, h3, h2, ← h1]
    field_simp
    ring

/-- If `‖H‖ ≤ W`, the resolvent is bounded by `1/d` with `d > 0`, and `z - H` is invertible
at `z ≠ 0`, then for a unit vector the `N`-moment expansion errs by at most `(W/|z|)^N / d`. -/
theorem truncation_error_of_bound {H : E →L[ℂ] E} {z : ℂ} {W d : ℝ} (hH : ‖H‖ ≤ W)
    (hz : z ≠ 0) (h : IsUnit (z • (1 : E →L[ℂ] E) - H)) (hd : 0 < d)
    (hR : ∀ v, ‖resolventOp H z v‖ ≤ ‖v‖ / d) {u : E} (hu : ‖u‖ = 1) (N : ℕ) :
    ‖green H u z - momentSum H u N z‖ ≤ (W / ‖z‖) ^ N / d := by
  have hW : 0 ≤ W := (norm_nonneg H).trans hH
  have hp : ‖(H ^ N) u‖ ≤ W ^ N := by
    induction N with
    | zero => simp [hu]
    | succ N ih =>
      rw [pow_succ', pow_succ']
      exact (H.le_opNorm ((H ^ N) u)).trans (mul_le_mul hH ih (norm_nonneg _) hW)
  have hzp : 0 < ‖z‖ := norm_pos_iff.mpr hz
  rw [green_eq_momentSum_add hz h u N, add_sub_cancel_left, norm_div, norm_pow]
  have h1 : ‖inner ℂ u (resolventOp H z ((H ^ N) u))‖ ≤ W ^ N / d := by
    have h2 := norm_inner_le_norm (𝕜 := ℂ) u (resolventOp H z ((H ^ N) u))
    rw [hu, one_mul] at h2
    exact h2.trans ((hR _).trans (div_le_div_of_nonneg_right hp hd.le))
  calc _ ≤ W ^ N / d / ‖z‖ ^ N := div_le_div_of_nonneg_right h1 (by positivity)
    _ = (W / ‖z‖) ^ N / d := by rw [div_pow, div_right_comm]

variable [CompleteSpace E] [CompleteSpace F]

/-- On a Hilbert space, if `‖H‖ ≤ W < |z|`, then `z - H` is invertible. -/
theorem isUnit_of_lt {H : E →L[ℂ] E} {z : ℂ} {W : ℝ} (hH : ‖H‖ ≤ W) (hz : W < ‖z‖) :
    IsUnit (z • (1 : E →L[ℂ] E) - H) := by
  have h1 : ‖(1 : E →L[ℂ] E)‖ ≤ 1 := ContinuousLinearMap.norm_id_le
  have h2 : ‖H‖ * ‖(1 : E →L[ℂ] E)‖ < ‖z‖ := by
    nlinarith [mul_le_mul_of_nonneg_left h1 (norm_nonneg H)]
  have h3 := spectrum.mem_resolventSet_of_norm_lt_mul h2
  rwa [spectrum.mem_resolventSet_iff, Algebra.algebraMap_eq_smul_one] at h3

/-- On a Hilbert space, for `‖H‖ ≤ W < |z|` and a unit vector `u`, the expansion in `N` moments
differs from the resolvent element by at most `(W/|z|)^N / (|z| - W)`. -/
theorem truncation_error {H : E →L[ℂ] E} {z : ℂ} {W : ℝ} (hH : ‖H‖ ≤ W) (hz : W < ‖z‖)
    {u : E} (hu : ‖u‖ = 1) (N : ℕ) :
    ‖green H u z - momentSum H u N z‖ ≤ (W / ‖z‖) ^ N / (‖z‖ - W) := by
  have h := isUnit_of_lt hH hz
  have hz0 : z ≠ 0 := norm_pos_iff.mp (((norm_nonneg H).trans hH).trans_lt hz)
  refine truncation_error_of_bound hH hz0 h (sub_pos.mpr hz) (fun v => ?_) hu N
  have hx : z • resolventOp H z v - H (resolventOp H z v) = v :=
    DFunLike.congr_fun (Ring.mul_inverse_cancel _ h) v
  generalize resolventOp H z v = x at hx ⊢
  -- `|z| ‖x‖ - W ‖x‖ ≤ ‖z x - H x‖`
  have h1 := norm_sub_norm_le (z • x) (H x)
  rw [hx, norm_smul] at h1
  have h2 := (H.le_opNorm x).trans (mul_le_mul_of_nonneg_right hH (norm_nonneg x))
  rw [le_div_iff₀ (sub_pos.mpr hz)]
  linarith

/-- Two Hamiltonians on Hilbert spaces with norms at most `W`, whose moments in the unit vectors
`u`, `u'` agree up to order `n`, have resolvent elements that differ by at most
`2 (W/|z|)^(n+1) / (|z| - W)` when `|z| > W`. -/
theorem green_sub_le_of_equal_moments {H : E →L[ℂ] E} {H' : F →L[ℂ] F} {z : ℂ} {W : ℝ}
    (hH : ‖H‖ ≤ W) (hH' : ‖H'‖ ≤ W) (hz : W < ‖z‖) {u : E} {u' : F}
    (hu : ‖u‖ = 1) (hu' : ‖u'‖ = 1) {n : ℕ}
    (hm : ∀ k ≤ n, moment H u k = moment H' u' k) :
    ‖green H u z - green H' u' z‖ ≤ 2 * (W / ‖z‖) ^ (n + 1) / (‖z‖ - W) := by
  -- equal moments give the same truncated expansion
  have hs : momentSum H u (n + 1) z = momentSum H' u' (n + 1) z :=
    sum_congr rfl fun k hk => by rw [hm k (Nat.lt_succ_iff.mp (mem_range.mp hk))]
  have h1 := truncation_error hH hz hu (n + 1)
  have h2 := truncation_error hH' hz hu' (n + 1)
  rw [← hs, norm_sub_rev] at h2
  have h3 := norm_sub_le_norm_sub_add_norm_sub (green H u z) (momentSum H u (n + 1) z)
    (green H' u' z)
  rw [mul_div_assoc]
  linarith

/-- Let two Hamiltonians on Hilbert spaces have norms at most `W`, with `0 < W < |z|`, and moments
in the unit vectors `u`, `u'` that agree up to order `n`. Their resolvent elements differ by at most
`ε > 0` once `(n + 1) log(|z|/W)` reaches `log(2 / (ε (|z| - W)))`. -/
theorem moments_sufficient {H : E →L[ℂ] E} {H' : F →L[ℂ] F} {z : ℂ} {W ε : ℝ}
    (hW : 0 < W) (hε : 0 < ε) (hH : ‖H‖ ≤ W) (hH' : ‖H'‖ ≤ W) (hz : W < ‖z‖)
    {u : E} {u' : F} (hu : ‖u‖ = 1) (hu' : ‖u'‖ = 1) {n : ℕ}
    (hm : ∀ k ≤ n, moment H u k = moment H' u' k)
    (hn : Real.log (2 / (ε * (‖z‖ - W))) ≤ (n + 1) * Real.log (‖z‖ / W)) :
    ‖green H u z - green H' u' z‖ ≤ ε := by
  refine (green_sub_le_of_equal_moments hH hH' hz hu hu' hm).trans ?_
  have hd : 0 < ‖z‖ - W := sub_pos.mpr hz
  have hzp : 0 < ‖z‖ := hW.trans hz
  have hq : 0 < (‖z‖ / W) ^ (n + 1) := by positivity
  have h1 : 2 / (ε * (‖z‖ - W)) ≤ (‖z‖ / W) ^ (n + 1) := by
    rw [← Real.log_le_log_iff (by positivity) hq, Real.log_pow]
    push_cast
    exact hn
  rw [div_le_iff₀ (by positivity)] at h1
  have h2 : (W / ‖z‖) ^ (n + 1) = ((‖z‖ / W) ^ (n + 1))⁻¹ := by rw [← inv_pow, inv_div]
  rw [h2, div_le_iff₀ hd, ← div_eq_mul_inv, div_le_iff₀ hq]
  linarith

/-- For a symmetric `H` on a Hilbert space with `‖H‖ ≤ W < |z|`, non-real `z` and a unit vector, the
expansion in `N` moments errs by at most `(W/|z|)^N / |Im z|`. -/
theorem truncation_error_symmetric {H : E →L[ℂ] E} {z : ℂ} {W : ℝ}
    (hs : (H : E →ₗ[ℂ] E).IsSymmetric) (hH : ‖H‖ ≤ W) (hz : W < ‖z‖) (him : z.im ≠ 0)
    {u : E} (hu : ‖u‖ = 1) (N : ℕ) :
    ‖green H u z - momentSum H u N z‖ ≤ (W / ‖z‖) ^ N / |z.im| := by
  have h := isUnit_of_lt hH hz
  have hz0 : z ≠ 0 := fun h0 => him (by simp [h0])
  refine truncation_error_of_bound hH hz0 h (abs_pos.mpr him) (fun v => ?_) hu N
  have hx : z • resolventOp H z v - H (resolventOp H z v) = v :=
    DFunLike.congr_fun (Ring.mul_inverse_cancel _ h) v
  generalize resolventOp H z v = x at hx ⊢
  -- the expectation value of `H` is real, so `Im ⟨x, v⟩ = Im z ‖x‖²`
  have h0 : (inner ℂ x (H x)).im = 0 :=
    Complex.conj_eq_iff_im.mp ((inner_conj_symm (H x) x).trans (hs x x))
  have hxx : inner ℂ x x = ((‖x‖ ^ 2 : ℝ) : ℂ) := by
    rw [inner_self_eq_norm_sq_to_K]
    push_cast
    rfl
  have h1 : (inner ℂ x v).im = z.im * ‖x‖ ^ 2 := by
    rw [← hx, inner_sub_right, inner_smul_right, hxx, Complex.sub_im, h0, Complex.mul_im,
      Complex.ofReal_re, Complex.ofReal_im]
    ring
  have h2 := (Complex.abs_im_le_norm (inner ℂ x v)).trans (norm_inner_le_norm x v)
  rw [h1, abs_mul, abs_of_nonneg (sq_nonneg ‖x‖)] at h2
  rw [le_div_iff₀ (abs_pos.mpr him)]
  rcases (norm_nonneg x).eq_or_lt with h3 | h3
  · rw [← h3, zero_mul]
    exact norm_nonneg v
  · exact le_of_mul_le_mul_left (by linarith) h3

/-- For a single level at energy `W ≥ 0` and real `x > W`, the error of the `N`-moment
expansion in a unit vector is exactly `(W/x)^N / (x - W)`. -/
theorem truncation_error_sharp {W x : ℝ} (hW : 0 ≤ W) (hx : W < x) {u : E}
    (hu : ‖u‖ = 1) (N : ℕ) :
    green ((W : ℂ) • (1 : E →L[ℂ] E)) u x - momentSum ((W : ℂ) • (1 : E →L[ℂ] E)) u N x
      = ((W : ℂ) / x) ^ N / (x - W) := by
  have hH : ‖(W : ℂ) • (1 : E →L[ℂ] E)‖ ≤ W := by
    rw [norm_smul, Complex.norm_real, Real.norm_of_nonneg hW]
    exact mul_le_of_le_one_right hW ContinuousLinearMap.norm_id_le
  have hxp : 0 < x := hW.trans_lt hx
  have hz : W < ‖(x : ℂ)‖ := by rwa [Complex.norm_real, Real.norm_of_nonneg hxp.le]
  have hx0 : (x : ℂ) ≠ 0 := Complex.ofReal_ne_zero.mpr hxp.ne'
  have hd : (x : ℂ) - W ≠ 0 := sub_ne_zero.mpr fun h => hx.ne' (Complex.ofReal_injective h)
  have h := isUnit_of_lt hH hz
  have hp : (((W : ℂ) • (1 : E →L[ℂ] E)) ^ N) u = (W : ℂ) ^ N • u := by
    rw [smul_pow, one_pow]
    rfl
  -- the resolvent element of the level is `1 / (x - W)`
  have h1 := resolvent_step h u
  have h2 : ((W : ℂ) • (1 : E →L[ℂ] E)) u = (W : ℂ) • u := rfl
  rw [h2, map_smul, ← sub_smul] at h1
  have h3 := congrArg (fun w => inner ℂ u w) h1
  simp only [inner_smul_right, inner_self_eq_norm_sq_to_K, hu] at h3
  have h4 : inner ℂ u (resolventOp ((W : ℂ) • (1 : E →L[ℂ] E)) x u) = 1 / ((x : ℂ) - W) := by
    rw [eq_div_iff hd, mul_comm, h3]
    simp
  rw [green_eq_momentSum_add hx0 h u N, add_sub_cancel_left, hp, map_smul,
    inner_smul_right, h4, div_pow, mul_one_div, div_right_comm]

end

end MomentExpansion
```

```lean
#print axioms MomentExpansion.green_sub_le_of_equal_moments
-- 'MomentExpansion.green_sub_le_of_equal_moments' depends on axioms: [propext, Classical.choice, Quot.sound]
#print axioms MomentExpansion.moments_sufficient
-- 'MomentExpansion.moments_sufficient' depends on axioms: [propext, Classical.choice, Quot.sound]
#print axioms MomentExpansion.truncation_error_symmetric
-- 'MomentExpansion.truncation_error_symmetric' depends on axioms: [propext, Classical.choice, Quot.sound]
#print axioms MomentExpansion.truncation_error_sharp
-- 'MomentExpansion.truncation_error_sharp' depends on axioms: [propext, Classical.choice, Quot.sound]
```

### From one resolvent step to the bound

`resolvent_step` is the identity \(zRv-RHv=v\), obtained by applying the inverse relation to a vector. `green_eq_momentSum_add` repeats it by induction on `N`: `h1` is the step with \(v=H^Nu\), `h3` splits off the newest term of the sum, and `field_simp` and `ring` do the remaining algebra.

`truncation_error_of_bound` takes a resolvent bound \(\|Rv\|\le\|v\|/d\) as its hypothesis `hR`. It proves \(\|H^Nu\|\le W^N\) by induction and applies Cauchy–Schwarz through `norm_inner_le_norm`. This lets the same estimate serve for \(d=|z|-W\) and for \(d=|\operatorname{Im}z|\).

`isUnit_of_lt` obtains the invertibility of \(z-H\) from Mathlib's result that numbers larger in modulus than the norm lie in the resolvent set. `truncation_error` then supplies \(d=|z|-W\). There `generalize` gives the vector \(Rv\) the name `x`, and `norm_sub_norm_le` is the reverse triangle inequality.

In `green_sub_le_of_equal_moments`, `hs` states that the truncated sums coincide, `h1` and `h2` are the two truncation errors, and `h3` is the triangle inequality. `moments_sufficient` turns the logarithmic condition back into one on powers with `Real.log_le_log_iff` and `Real.log_pow`.

`truncation_error_symmetric` supplies \(d=|\operatorname{Im}z|\). Its `h0` says that \(\langle Rv,HRv\rangle\) is real, `h1` computes the imaginary part of \(\langle Rv,v\rangle\), and the final case split treats \(Rv=0\) separately before dividing by \(\|Rv\|\). `truncation_error_sharp` uses `resolvent_step` to find \(\langle u,Ru\rangle=1/(x-W)\) for the single level, and inserts it into the exact remainder.
